# The signed gap E₂ − E₁ between two continuous levels of A + cB increases with c on an interval where the second level has the larger average of B

## Levels followed by their eigenvectors

A level of the matrix $A+cB$ is taken here to be a unit eigenvector that varies continuously with the weight $c$, together with its energy. It is not the $k$-th eigenvalue in ascending order. Ordered eigenvalues can have kinks where two levels cross, whereas a level followed by its eigenvector passes through the crossing with a well-defined slope. The price is that the continuous eigenvector is assumed to exist.

Write $H(c)=A+cB$, with $A$ and $B$ real symmetric matrices of finite size. The two levels have unit eigenvectors $u_1(c),u_2(c)$ and energies $E_1(c),E_2(c)$, and the gap is the signed difference $E_2(c)-E_1(c)$. It is positive where level 2 lies above level 1, and other levels may lie between the two.

## The TB09 weight as the parameter

The Tran–Blaha (TB09) exchange potential modifies the Becke–Johnson form by a weight $c$. At grid point $i$, in Hartree atomic units, it is

$$c\,v_i+(3c-2)\,w_i,\qquad w_i=\frac{\sqrt{5/6}}{\pi}\sqrt{\frac{t_i}{\rho_i}},$$

where $v_i$ is the Becke–Roussel potential, $\rho_i$ the density and $t_i$ the kinetic-energy density, including its factor $\tfrac12$. Let $T$ be a symmetric matrix that holds the rest of the Hamiltonian. If $T$, $v$ and $t/\rho$ are frozen, the Hamiltonian is affine in $c$:

$$A=T-\mathrm{diag}(2w_i),\qquad B=\mathrm{diag}(v_i+3w_i).$$

For a non-self-consistent calculation on a finite grid with real orbitals, the result therefore gives a sufficient condition for the separation of two continuously followed Kohn–Sham levels to grow as $c$ is raised: it is enough that the density of the upper orbital gives $v+3w$ the larger average throughout an open interval of $c$.

## From two weights to a slope

Take two weights $c$ and $d$ and one level $u,E$. Project the eigenvalue equation at $d$ on $u(c)$:

$$\langle u(c),Au(d)\rangle+d\,\langle u(c),Bu(d)\rangle=E(d)\,\langle u(c),u(d)\rangle.$$

Project the equation at $c$ on $u(d)$, and use the symmetry of $A$ and $B$ to exchange the two vectors:

$$\langle u(c),Au(d)\rangle+c\,\langle u(c),Bu(d)\rangle=E(c)\,\langle u(c),u(d)\rangle.$$

Subtraction removes $A$:

$$\bigl(E(d)-E(c)\bigr)\langle u(c),u(d)\rangle=(d-c)\,\langle u(c),Bu(d)\rangle.$$

As $d\to c$, continuity sends the overlap $\langle u(c),u(d)\rangle$ to $\langle u(c),u(c)\rangle=1$, so it is nonzero for $d$ near $c$. Dividing by it and by $d-c\neq0$ gives

$$\frac{E(d)-E(c)}{d-c}=\frac{\langle u(c),Bu(d)\rangle}{\langle u(c),u(d)\rangle}\;\longrightarrow\;\langle u(c),Bu(c)\rangle .$$

This is the Hellmann–Feynman slope. Neither $u$ nor $E$ was assumed differentiable.

The gap then has derivative

$$\frac{d}{dc}(E_2-E_1)=\langle u_2,Bu_2\rangle-\langle u_1,Bu_1\rangle .$$

If this is positive throughout an open interval, the mean value theorem makes the gap strictly increasing there. If it is at least $m$, the same theorem gives growth of at least $m(d-c)$ between $c$ and $d\ge c$.

## What the hypotheses say

The finite type `n` labels orthonormal basis functions or grid points, `⬝ᵥ` is the real dot product and `*ᵥ` applies a matrix to a vector. `tuned A B c` is $A+cB$. The structure `IsLevel` records continuity on a set `S` of weights, normalisation and the eigenvalue equation. `IsOpen S` and `Convex ℝ S` together make `S` an open interval, possibly unbounded; the whole real line covers the case of all $c$.

`gap_strictMonoOn` assumes $\langle u_1,Bu_1\rangle<\langle u_2,Bu_2\rangle$ at every weight in `S` and concludes that $E_2-E_1$ is strictly increasing on `S`. `gap_growth` is the version with the bound $m$.

In `tb09_gap_strictMonoOn` the condition reads

$$\sum_i(v_i+3w_i)\,u_{1,i}^2<\sum_i(v_i+3w_i)\,u_{2,i}^2 .$$

The ratio $t/\rho$ enters as a nonnegative number `q i`, and `v` is any real function on the grid, so the Becke–Roussel equation plays no part. The weight is a free parameter and is not computed from the density. Self-consistent changes of the orbitals, complex Bloch Hamiltonians and the choice of the band-edge levels are not covered.

## Two coupled sites

Let two sites with energies $-c$ and $c$ be coupled by a matrix element 1. Put $r=\sqrt{1+c^2}$ and $a=c+r$. The levels are

$$E_1=-r,\quad u_1=\frac{(a,-1)}{\sqrt{1+a^2}},\qquad E_2=r,\quad u_2=\frac{(1,a)}{\sqrt{1+a^2}} .$$

With $B=\mathrm{diag}(-1,1)$, the averages of $B$ are $-c/r$ and $c/r$. For $c>0$ the second is larger, and the gap $2r$ increases. For $c<0$ the order is reversed, and the gap shrinks as $c$ rises towards zero.

## A jump between levels

Without continuity the conclusion can fail. Take $A=\mathrm{diag}(0,0,5)$, $B=\mathrm{diag}(0,1,1)$ and weights $0<c<2$. Let $u_1$ be the first basis vector throughout, and let $u_2$ be the third for $c<1$ and the second for $c\ge1$. The averages of $B$ are always 0 and 1, yet the gap is $5+c$ before the jump and $c$ after it, so it falls from $5.5$ at $c=0.5$ to $1$ at $c=1$.

The same matrices show why the weights must form an interval. On $(0,1)\cup(2,3)$, with the third vector on the first part and the second vector on the other, $u_2$ is continuous, but the gap still falls from one part to the next.

## The Lean file

```lean
import Mathlib

open Matrix Filter Topology
open scoped NNReal

namespace TB09GapOpening

noncomputable section

variable {n : Type*} [Fintype n]

/-- The Hamiltonian `A + c B`, in which the weight `c` multiplies the operator `B`. -/
def tuned (A B : Matrix n n ℝ) (c : ℝ) : Matrix n n ℝ := A + c • B

/-- A level of the family `H` followed over the weights in `S`: a continuous unit
eigenvector `u c` with energy `E c`. -/
structure IsLevel (H : ℝ → Matrix n n ℝ) (S : Set ℝ) (u : ℝ → n → ℝ) (E : ℝ → ℝ) :
    Prop where
  cont : ContinuousOn u S
  unit : ∀ c ∈ S, u c ⬝ᵥ u c = 1
  eig : ∀ c ∈ S, H c *ᵥ u c = E c • u c

/-- The two vectors in a matrix element of a real symmetric matrix can be exchanged. -/
theorem symm_element {M : Matrix n n ℝ} (hM : Mᵀ = M) (x y : n → ℝ) :
    x ⬝ᵥ M *ᵥ y = y ⬝ᵥ M *ᵥ x := by
  rw [Matrix.dotProduct_mulVec, ← Matrix.mulVec_transpose, hM, dotProduct_comm]

/-- The energy difference of a level between two weights, times the overlap of its two
eigenvectors, equals the change of weight times the matrix element of `B` between them. -/
theorem finite_difference {A B : Matrix n n ℝ} (hA : Aᵀ = A) (hB : Bᵀ = B)
    {S : Set ℝ} {u : ℝ → n → ℝ} {E : ℝ → ℝ} (h : IsLevel (tuned A B) S u E)
    {c d : ℝ} (hc : c ∈ S) (hd : d ∈ S) :
    (E d - E c) * (u c ⬝ᵥ u d) = (d - c) * (u c ⬝ᵥ B *ᵥ u d) := by
  -- project each eigenvalue equation on the eigenvector at the other weight
  have h1 := congrArg (fun x => u c ⬝ᵥ x) (h.eig d hd)
  have h2 := congrArg (fun x => u d ⬝ᵥ x) (h.eig c hc)
  simp only [tuned, Matrix.add_mulVec, Matrix.smul_mulVec, dotProduct_add,
    dotProduct_smul, smul_eq_mul] at h1 h2
  rw [symm_element hA (u d) (u c), symm_element hB (u d) (u c),
    dotProduct_comm (u d) (u c)] at h2
  linear_combination h2 - h1

/-- The energy of a continuously followed level is differentiable in the weight, with slope
the expectation value of `B`. -/
theorem level_slope {A B : Matrix n n ℝ} (hA : Aᵀ = A) (hB : Bᵀ = B)
    {S : Set ℝ} (hS : IsOpen S) {u : ℝ → n → ℝ} {E : ℝ → ℝ}
    (h : IsLevel (tuned A B) S u E) {c : ℝ} (hc : c ∈ S) :
    HasDerivAt E (u c ⬝ᵥ B *ᵥ u c) c := by
  rw [hasDerivAt_iff_tendsto_slope]
  have hu : Tendsto u (𝓝 c) (𝓝 (u c)) := h.cont.continuousAt (hS.mem_nhds hc)
  have c1 : Continuous (fun x : n → ℝ => u c ⬝ᵥ B *ᵥ x) := by
    simp only [dotProduct, Matrix.mulVec]
    fun_prop
  have c2 : Continuous (fun x : n → ℝ => u c ⬝ᵥ x) := by
    simp only [dotProduct]
    fun_prop
  have hnum : Tendsto (fun d => u c ⬝ᵥ B *ᵥ u d) (𝓝 c) (𝓝 (u c ⬝ᵥ B *ᵥ u c)) :=
    (c1.tendsto (u c)).comp hu
  have hden : Tendsto (fun d => u c ⬝ᵥ u d) (𝓝 c) (𝓝 (u c ⬝ᵥ u c)) :=
    (c2.tendsto (u c)).comp hu
  rw [h.unit c hc] at hden
  have hq := (hnum.div hden one_ne_zero).mono_left (nhdsWithin_le_nhds (s := {c}ᶜ))
  rw [div_one] at hq
  -- near `c` the overlap is nonzero, so the difference quotient is a ratio of elements
  refine hq.congr' ?_
  filter_upwards [self_mem_nhdsWithin, nhdsWithin_le_nhds (hS.mem_nhds hc),
    nhdsWithin_le_nhds (hden.eventually_ne one_ne_zero)] with d hd hdS hov
  have hdc : d - c ≠ 0 := sub_ne_zero.2 hd
  have key := finite_difference hA hB h hc hdS
  show (u c ⬝ᵥ B *ᵥ u d) / (u c ⬝ᵥ u d) = slope E c d
  rw [slope_def_field, div_eq_div_iff hov hdc]
  linear_combination -key

/-- If level 2 has a larger expectation value of `B` than level 1 at every weight in an open
interval, the signed gap `E₂ - E₁` increases strictly with the weight there. -/
theorem gap_strictMonoOn {A B : Matrix n n ℝ} (hA : Aᵀ = A) (hB : Bᵀ = B)
    {S : Set ℝ} (hS : IsOpen S) (hconv : Convex ℝ S)
    {u₁ u₂ : ℝ → n → ℝ} {E₁ E₂ : ℝ → ℝ}
    (h₁ : IsLevel (tuned A B) S u₁ E₁) (h₂ : IsLevel (tuned A B) S u₂ E₂)
    (hlt : ∀ c ∈ S, u₁ c ⬝ᵥ B *ᵥ u₁ c < u₂ c ⬝ᵥ B *ᵥ u₂ c) :
    StrictMonoOn (fun c => E₂ c - E₁ c) S := by
  have hder := fun c (hc : c ∈ S) =>
    (level_slope hA hB hS h₂ hc).fun_sub (level_slope hA hB hS h₁ hc)
  refine strictMonoOn_of_deriv_pos hconv
    (fun c hc => (hder c hc).continuousAt.continuousWithinAt) fun c hc => ?_
  have hc' := interior_subset hc
  rw [(hder c hc').deriv]
  exact sub_pos.2 (hlt c hc')

/-- If the expectation value of `B` in level 2 minus that in level 1 is at least `m` throughout an
open interval, raising the weight from `c` to `d` changes the signed gap `E₂ - E₁` by at least `m (d
- c)`. -/
theorem gap_growth {A B : Matrix n n ℝ} (hA : Aᵀ = A) (hB : Bᵀ = B)
    {S : Set ℝ} (hS : IsOpen S) (hconv : Convex ℝ S)
    {u₁ u₂ : ℝ → n → ℝ} {E₁ E₂ : ℝ → ℝ}
    (h₁ : IsLevel (tuned A B) S u₁ E₁) (h₂ : IsLevel (tuned A B) S u₂ E₂) {m : ℝ}
    (hm : ∀ c ∈ S, m ≤ u₂ c ⬝ᵥ B *ᵥ u₂ c - u₁ c ⬝ᵥ B *ᵥ u₁ c)
    {c d : ℝ} (hc : c ∈ S) (hd : d ∈ S) (hcd : c ≤ d) :
    m * (d - c) ≤ (E₂ d - E₁ d) - (E₂ c - E₁ c) := by
  have hder := fun c (hc : c ∈ S) =>
    (level_slope hA hB hS h₂ hc).fun_sub (level_slope hA hB hS h₁ hc)
  refine hconv.mul_sub_le_image_sub_of_le_deriv (f := fun c => E₂ c - E₁ c)
    (fun x hx => (hder x hx).continuousAt.continuousWithinAt)
    (fun x hx => (hder x (interior_subset hx)).differentiableAt.differentiableWithinAt)
    (fun x hx => ?_) c hc d hd hcd
  rw [(hder x (interior_subset hx)).deriv]
  exact hm x (interior_subset hx)

/-- The screening term `√(5/6)/π · √(t/ρ)` at a grid point, where `q` is the ratio `t/ρ` of
kinetic-energy density to density. -/
def screening (q : ℝ≥0) : ℝ := √(5 / 6) / Real.pi * √(q : ℝ)

/-- The TB09 Hamiltonian on a grid: a matrix `T` plus the local potential
`c v + (3c - 2) √(5/6)/π √(t/ρ)`, with `v` the Becke-Roussel potential and `q = t/ρ`. -/
def tb09 [DecidableEq n] (T : Matrix n n ℝ) (v : n → ℝ) (q : n → ℝ≥0) (c : ℝ) :
    Matrix n n ℝ :=
  T + diagonal (fun i => c * v i + (3 * c - 2) * screening (q i))

/-- At fixed `T`, `v` and `t/ρ`, the signed gap `E₂ - E₁` between two levels of the TB09 Hamiltonian
increases strictly with `c` on an open interval where the density of orbital 2 gives `v + 3 √(5/6)/π
√(t/ρ)` a larger average than that of orbital 1. -/
theorem tb09_gap_strictMonoOn [DecidableEq n] {T : Matrix n n ℝ} (hT : Tᵀ = T)
    (v : n → ℝ) (q : n → ℝ≥0) {S : Set ℝ} (hS : IsOpen S) (hconv : Convex ℝ S)
    {u₁ u₂ : ℝ → n → ℝ} {E₁ E₂ : ℝ → ℝ}
    (h₁ : IsLevel (tb09 T v q) S u₁ E₁) (h₂ : IsLevel (tb09 T v q) S u₂ E₂)
    (hlt : ∀ c ∈ S, ∑ i, (v i + 3 * screening (q i)) * u₁ c i ^ 2
      < ∑ i, (v i + 3 * screening (q i)) * u₂ c i ^ 2) :
    StrictMonoOn (fun c => E₂ c - E₁ c) S := by
  -- collect the terms of the potential that are proportional to `c`
  have hH : tb09 T v q = tuned (T - diagonal (fun i => 2 * screening (q i)))
      (diagonal (fun i => v i + 3 * screening (q i))) := by
    funext c
    ext i j
    by_cases h : i = j
    · subst h
      simp only [tb09, tuned, Matrix.add_apply, Matrix.sub_apply, Matrix.smul_apply,
        diagonal_apply_eq, smul_eq_mul]
      ring
    · simp [tb09, tuned, diagonal_apply_ne _ h]
  have hav : ∀ x : n → ℝ, x ⬝ᵥ diagonal (fun i => v i + 3 * screening (q i)) *ᵥ x
      = ∑ i, (v i + 3 * screening (q i)) * x i ^ 2 := by
    intro x
    simp only [dotProduct, Matrix.mulVec_diagonal]
    exact Finset.sum_congr rfl fun i _ => by ring
  rw [hH] at h₁ h₂
  refine gap_strictMonoOn ?_ (diagonal_transpose _) hS hconv h₁ h₂ fun c hc => ?_
  · rw [transpose_sub, hT, diagonal_transpose]
  · rw [hav, hav]
    exact hlt c hc

/-- The amplitude ratio `c + √(1 + c²)` of the two-level model. -/
def amp (c : ℝ) : ℝ := c + √(1 + c ^ 2)

/-- The normalisation factor of the two-level eigenvectors. -/
def nrm (c : ℝ) : ℝ := (√(1 + amp c ^ 2))⁻¹

/-- Two sites with on-site energies `-c` and `c`, coupled by a matrix element 1, have continuous
levels `-√(1 + c²)` and `√(1 + c²)` for `c > 0`, and the second has the larger expectation value of
`diag(-1, 1)`. -/
theorem gap_strictMonoOn_witness :
    IsLevel (tuned !![0, 1; 1, 0] !![-1, 0; 0, 1]) (Set.Ioi 0)
      (fun c => nrm c • ![amp c, -1]) (fun c => -√(1 + c ^ 2)) ∧
    IsLevel (tuned !![0, 1; 1, 0] !![-1, 0; 0, 1]) (Set.Ioi 0)
      (fun c => nrm c • ![1, amp c]) (fun c => √(1 + c ^ 2)) ∧
    ∀ c ∈ Set.Ioi (0 : ℝ),
      (nrm c • ![amp c, -1]) ⬝ᵥ !![-1, 0; 0, 1] *ᵥ (nrm c • ![amp c, -1])
        < (nrm c • ![1, amp c]) ⬝ᵥ !![-1, 0; 0, 1] *ᵥ (nrm c • ![1, amp c]) := by
  have hpos : ∀ c, 0 < √(1 + amp c ^ 2) := fun c => Real.sqrt_pos.2 (by positivity)
  have ha : Continuous amp := by unfold amp; fun_prop
  have hn : Continuous nrm :=
    Continuous.inv₀ (by fun_prop) (fun c => (hpos c).ne')
  have hone : ∀ c, nrm c ^ 2 * (1 + amp c ^ 2) = 1 := by
    intro c
    have h : √(1 + amp c ^ 2) ^ 2 = 1 + amp c ^ 2 := Real.sq_sqrt (by positivity)
    rw [← h, nrm, ← mul_pow, inv_mul_cancel₀ (hpos c).ne', one_pow]
  have hr : ∀ c : ℝ, √(1 + c ^ 2) ^ 2 = 1 + c ^ 2 := fun c => Real.sq_sqrt (by positivity)
  have hs : ∀ c, amp c = c + √(1 + c ^ 2) := fun c => rfl
  have hM : ∀ c : ℝ, tuned !![0, 1; 1, 0] !![-1, 0; 0, 1] c = !![-c, 1; 1, c] := by
    intro c
    ext i j
    fin_cases i <;> fin_cases j <;> simp [tuned]
  refine ⟨⟨?_, fun c _ => ?_, fun c _ => ?_⟩, ⟨?_, fun c _ => ?_, fun c _ => ?_⟩,
    fun c hc => ?_⟩
  · exact (hn.smul (continuous_pi (Fin.forall_fin_two.2
      ⟨ha, (continuous_const : Continuous fun _ : ℝ => (-1 : ℝ))⟩))).continuousOn
  · simp only [smul_dotProduct, dotProduct_smul, smul_eq_mul, vec2_dotProduct']
    linear_combination hone c
  · rw [hM, Matrix.mulVec_smul, smul_comm]
    congr 1
    ext i
    fin_cases i
    · simp [Matrix.mulVec]
      linear_combination -(c - √(1 + c ^ 2)) * hs c + hr c
    · simp [Matrix.mulVec]
      linear_combination hs c
  · exact (hn.smul (continuous_pi (Fin.forall_fin_two.2
      ⟨(continuous_const : Continuous fun _ : ℝ => (1 : ℝ)), ha⟩))).continuousOn
  · simp only [smul_dotProduct, dotProduct_smul, smul_eq_mul, vec2_dotProduct']
    linear_combination hone c
  · rw [hM, Matrix.mulVec_smul, smul_comm]
    congr 1
    ext i
    fin_cases i
    · simp [Matrix.mulVec]
      linear_combination hs c
    · simp [Matrix.mulVec]
      linear_combination (c - √(1 + c ^ 2)) * hs c - hr c
  · -- for `c > 0` the amplitude ratio exceeds one
    have hc0 : 0 < c := hc
    have h1 : 1 ≤ √(1 + c ^ 2) := Real.one_le_sqrt.2 (by nlinarith)
    have h2 : 1 < amp c := by rw [hs]; linarith
    have h3 : 0 < nrm c ^ 2 := pow_pos (inv_pos.2 (hpos c)) 2
    have h4 : 0 < nrm c ^ 2 * (amp c ^ 2 - 1) := mul_pos h3 (by nlinarith)
    simp only [Matrix.mulVec_smul, smul_dotProduct, dotProduct_smul, smul_eq_mul]
    have hB : ∀ x y : ℝ, !![-1, 0; 0, 1] *ᵥ ![x, y] = ![-x, y] := by
      intro x y
      ext i
      fin_cases i <;> simp [Matrix.mulVec]
    have e1 : ![amp c, -1] ⬝ᵥ !![-1, 0; 0, 1] *ᵥ ![amp c, -1] = 1 - amp c ^ 2 := by
      rw [hB, vec2_dotProduct']
      ring
    have e2 : ![1, amp c] ⬝ᵥ !![-1, 0; 0, 1] *ᵥ ![1, amp c] = amp c ^ 2 - 1 := by
      rw [hB, vec2_dotProduct']
      ring
    rw [e1, e2]
    nlinarith

end

end TB09GapOpening
```

```lean
#print axioms TB09GapOpening.gap_growth
#print axioms TB09GapOpening.tb09_gap_strictMonoOn
```

```
'TB09GapOpening.gap_growth' depends on axioms: [propext, Classical.choice, Quot.sound]
'TB09GapOpening.tb09_gap_strictMonoOn' depends on axioms: [propext, Classical.choice, Quot.sound]
```

## How the proof follows the derivation

`symm_element` exchanges the two vectors in a matrix element of a symmetric matrix. In `finite_difference`, the two uses of `congrArg` are the two projections, and `simp only` expands them into matrix elements of $A$ and $B$. After the exchange of vectors, `linear_combination h2 - h1` performs the subtraction.

`level_slope` restates the derivative as a limit of difference quotients. `hnum` and `hden` are the limits of the numerator $\langle u(c),Bu(d)\rangle$ and of the overlap, and `hden.eventually_ne` supplies the neighbourhood in which the overlap is nonzero. There the finite-difference identity, named `key`, equates the difference quotient with the ratio of the two.

In `gap_strictMonoOn`, `hder` subtracts the two slopes, and `strictMonoOn_of_deriv_pos` passes from a positive derivative to strict monotonicity. `gap_growth` uses the same derivative with a mean value inequality.

The TB09 theorem is a reduction to the general one. `hH` collects the terms proportional to $c$, which gives the $A$ and $B$ stated above, and `hav` rewrites the expectation value of a diagonal matrix as an average over the orbital density.

`gap_strictMonoOn_witness` checks the two-site example for $c>0$. `hone` is the normalisation, and the eigenvalue equations are verified component by component from $r^2=1+c^2$. The last case uses $a>1$: before normalisation the two matrix elements of $B$ are $1-a^2$ and $a^2-1$, and the common positive factor $1/(1+a^2)$ preserves their order.
